# Non-empty closed shells below α − 2β hold 4j + 2 electrons in a uniform Hückel ring and 4j in a Möbius ring

Take three equal sites in a ring, with on-site energy $\alpha$ and nearest-neighbour coupling $\beta<0$. One orbital lies at $\alpha+2\beta$ and two lie at $\alpha-\beta$. Filling level by level, two electrons per orbital, gives closed shells at totals of 2 and 6 electrons. Now reverse the sign of one coupling, which makes the ring a Möbius ring. Two orbitals lie at $\alpha+\beta$ and one at $\alpha-2\beta$, so the first closed shell holds 4 electrons.

The mechanism is pairing. Waves running clockwise and anticlockwise have the same energy, and each such pair takes four electrons. The Hückel ring has an unpaired orbital at the bottom, which adds two. An unpaired orbital can also sit at $\alpha-2\beta$, as in the Möbius ring above, and filling it breaks the pattern. The cut-off $\varepsilon$, below which all levels are filled, is therefore kept at or below $\alpha-2\beta$.

For $n\ge1$ sites and $\beta<0$, the possible electron numbers $N$ are then exactly the numbers $4j+2\le 2n$ for Hückel rings, with $\varepsilon>\alpha+2\beta$, and exactly the numbers $4j\le 2n$ for Möbius rings, where $j=0,1,2,\dots$

Hückel's rule in chemistry is a statement about aromatic stability. The result here counts electrons in closed shells and compares no stabilities. For finite, non-interacting rings with equal couplings, it tells which partial fillings are closed-shell under periodic and antiperiodic boundary conditions, which helps in choosing particle numbers for small tight-binding simulations.

## Equal couplings and a sign around the ring

Physically, all sites are alike, all couplings have the same magnitude, and electrons do not interact. Let $\theta=q\pi/n$ with $q$ a natural number, and put the amplitude $\psi_j=e^{i\theta j}$ on site $j$ (a site number here, unrelated to the $j$ in $4j+2$ and $4j$). Then

$$\alpha\psi_j+\beta(\psi_{j-1}+\psi_{j+1})=\bigl(\alpha+\beta(e^{-i\theta}+e^{i\theta})\bigr)\psi_j=(\alpha+2\beta\cos\theta)\,\psi_j .$$

The normalised amplitude is $n^{-1/2}e^{i\theta j}$; the constant factor cancels from the equation.

Write $E_q=\alpha+2\beta\cos(q\pi/n)$, which is `level α β n q` in the code.

In Lean 4 with Mathlib:

```lean
import Mathlib

open scoped Real

namespace RingShellFilling

noncomputable section

/-- The energy `α + 2β cos(qπ/n)` of a wave with phase step `qπ/n` on a ring of `n ≥ 1` sites. -/
def level (α β : ℝ) (n q : ℕ) : ℝ := α + 2 * β * Real.cos (q * π / n)
```

Orbitals are numbered $k=0,\dots,n-1$. Hückel rings use $q=2k$ and Möbius rings $q=2k+1$.

```lean
/-- The orbital energies of the Hückel ring with `n ≥ 1` sites: even `q = 2k`. -/
def huckelLevel (α β : ℝ) (n k : ℕ) : ℝ := level α β n (2 * k)

/-- The orbital energies of the Möbius ring with `n ≥ 1` sites: odd `q = 2k + 1`. -/
def mobiusLevel (α β : ℝ) (n k : ℕ) : ℝ := level α β n (2 * k + 1)
```

`electronsBelow` counts the indices $k$ whose energy is strictly below $\varepsilon$ and doubles the result. Degenerate orbitals have different indices and are counted separately.

```lean
/-- The number of electrons when each of the orbitals `0, …, n - 1` with energy below `ε`
holds two. -/
def electronsBelow (E : ℕ → ℝ) (n : ℕ) (ε : ℝ) : ℕ :=
  2 * ((Finset.range n).filter (fun k => E k < ε)).card

/-- The wave with amplitude `exp(i q π j / n)` on site `j`, for `n ≥ 1`. -/
def wave (n q : ℕ) (j : ℤ) : ℂ := Complex.exp (((q * π / n : ℝ) : ℂ) * j * Complex.I)
```

The theorem `wave_energy` is the displayed calculation: `hp` and `hm` give the phases of the two neighbours, and `hc` writes the cosine as a sum of exponentials.

```lean
/-- The wave solves the nearest-neighbour equations with on-site energy `α` and coupling `β`,
at the energy `level α β n q`. -/
theorem wave_energy (α β : ℝ) (n q : ℕ) (j : ℤ) :
    (α : ℂ) * wave n q j + β * (wave n q (j - 1) + wave n q (j + 1))
      = (level α β n q : ℂ) * wave n q j := by
  -- a step to either side multiplies the wave by a phase
  have hp : wave n q (j + 1)
      = wave n q j * Complex.exp (((q * π / n : ℝ) : ℂ) * Complex.I) := by
    unfold wave
    rw [← Complex.exp_add]
    congr 1
    push_cast
    ring
  have hm : wave n q (j - 1)
      = wave n q j * Complex.exp (-((q * π / n : ℝ) : ℂ) * Complex.I) := by
    unfold wave
    rw [← Complex.exp_add]
    congr 1
    push_cast
    ring
  have hc : ((Real.cos (q * π / n) : ℝ) : ℂ)
      = (Complex.exp (((q * π / n : ℝ) : ℂ) * Complex.I)
        + Complex.exp (-((q * π / n : ℝ) : ℂ) * Complex.I)) / 2 := by
    rw [Complex.ofReal_cos, Complex.cos]
  have hl : (level α β n q : ℂ) = α + 2 * β * ((Real.cos (q * π / n) : ℝ) : ℂ) := by
    simp [level]
  rw [hp, hm, hl, hc]
  ring
```

The code takes the $n$ listed energies as the spectrum. That they exhaust it follows from the usual orthogonality of the $n$ waves. With unequal couplings the degeneracies generally split, and closed shells can occur at other electron numbers.

## At least one site: $n\ge1$

The hypothesis `hn : 0 < n` says that there is a ring. By hand it permits the division in $\theta=q\pi/n$, and hence

$$\psi_{j+n}=e^{iq\pi}\psi_j=(-1)^q\psi_j .$$

Even $q$ closes the wave periodically. Odd $q$ closes it with a minus sign, which is equivalent to one reversed coupling in the ring.

```lean
/-- Once around a ring of `n ≥ 1` sites the wave acquires the sign `(-1)^q`. -/
theorem wave_around {n : ℕ} (hn : 0 < n) (q : ℕ) (j : ℤ) :
    wave n q (j + n) = (-1) ^ q * wave n q j := by
  have hs : Complex.exp ((q : ℂ) * (π * Complex.I)) = (-1) ^ q := by
    rw [Complex.exp_nat_mul, Complex.exp_pi_mul_I]
  have hn' : (n : ℂ) ≠ 0 := by exact_mod_cast hn.ne'
  have e : ((q : ℂ) * π / n) * n = q * π := div_mul_cancel₀ _ hn'
  unfold wave
  rw [← hs, ← Complex.exp_add]
  congr 1
  push_cast
  linear_combination Complex.I * e
```

The same division gives the pairing. If $a+b=2n$, then $a\pi/n=2\pi-b\pi/n$, the cosines agree, and $E_a=E_b$.

```lean
/-- On a ring of `n ≥ 1` sites, the waves `q` and `2n - q` have the same energy. -/
theorem level_reflect (α β : ℝ) {n a b : ℕ} (h : a + b = 2 * n) (hn : 0 < n) :
    level α β n a = level α β n b := by
  have hn' : (n : ℝ) ≠ 0 := by exact_mod_cast hn.ne'
  have h' : (a : ℝ) + b = 2 * n := by exact_mod_cast h
  have e : (a : ℝ) * π / n = 2 * π - b * π / n := by
    rw [eq_sub_iff_add_eq, ← add_div, div_eq_iff hn']
    linear_combination π * h'
  unfold level
  rw [e, Real.cos_two_pi_sub]
```

Without a site there are no orbitals and $N=0$, which is not of the form $4j+2$, so the Hückel statement fails. For $n=1$ and $n=2$ the two neighbours of a site coincide, and the equations count both; with that convention the theorems hold there too. Ordinary rings start at $n=3$.

## Negative coupling: $\beta<0$

This is the usual sign for neighbouring π orbitals: the wave without nodes is lowest. By hand, it fixes the order of the levels. First, $\cos\theta\ge-1$ gives $E_q\le\alpha-2\beta$, for which $\beta\le0$ suffices.

```lean
/-- For `β ≤ 0` no level lies above `α - 2β`. -/
theorem level_le (α : ℝ) {β : ℝ} (hβ : β ≤ 0) (n q : ℕ) : level α β n q ≤ α - 2 * β := by
  unfold level
  nlinarith [mul_nonneg (neg_nonneg.mpr hβ)
    (by linarith [Real.neg_one_le_cos (q * π / n)] : 0 ≤ Real.cos (q * π / n) + 1)]
```

Second, the cosine decreases strictly on $[0,\pi]$, so $E_q$ increases strictly for $q=0,\dots,n$. Levels with $a>n$ are mirror images of levels $2n-a<n$. Hence, for $a\le2n$ and $m\le n$,

$$E_a<E_m\iff a<m\ \text{ or }\ 2n-a<m .$$

In the proof, `key` treats the half circle: the cosine inequality is multiplied by the positive number $-\beta$ and handed to `nlinarith`. The case $a\ge n$ is then reflected with `level_reflect`.

```lean
/-- For `β < 0`, `n ≥ 1` and `m ≤ n`, the levels `a ≤ 2n` below level `m` are those with `a < m`
and their mirror images, `2n - a < m`. -/
theorem level_lt_iff (α : ℝ) {β : ℝ} (hβ : β < 0) {n a m : ℕ} (hn : 0 < n)
    (ha : a ≤ 2 * n) (hm : m ≤ n) :
    level α β n a < level α β n m ↔ a < m ∨ 2 * n < a + m := by
  have hn' : (0 : ℝ) < n := by exact_mod_cast hn
  have hπ := Real.pi_pos
  have bd : ∀ b : ℕ, b ≤ n → (b : ℝ) * π / n ≤ π := by
    intro b hb
    have hb' : (b : ℝ) ≤ n := by exact_mod_cast hb
    rw [div_le_iff₀ hn']
    nlinarith
  -- on the half circle the cosine is strictly decreasing
  have key : ∀ a m : ℕ, a ≤ n → m ≤ n → (level α β n a < level α β n m ↔ a < m) := by
    intro a m ha hm
    unfold level
    constructor
    · intro h
      by_contra hc
      have hma : (m : ℝ) ≤ a := by exact_mod_cast not_lt.mp hc
      have h2 := Real.cos_le_cos_of_nonneg_of_le_pi
        (by positivity : 0 ≤ (m : ℝ) * π / n) (bd a ha) (by gcongr)
      nlinarith [mul_nonneg (neg_nonneg.mpr hβ.le) (sub_nonneg.mpr h2)]
    · intro h
      have ham : (a : ℝ) < m := by exact_mod_cast h
      have h2 := Real.cos_lt_cos_of_nonneg_of_le_pi
        (by positivity : 0 ≤ (a : ℝ) * π / n) (bd m hm) (by gcongr)
      nlinarith [mul_pos (neg_pos.mpr hβ) (sub_pos.mpr h2)]
  rcases le_total a n with h | h
  · rw [key a m h hm]
    omega
  · rw [level_reflect α β (show a + (2 * n - a) = 2 * n by omega) hn,
      key _ _ (by omega) hm]
    omega
```

If $\beta=0$, all levels coincide, and no cut-off satisfies $\alpha+2\beta<\varepsilon\le\alpha-2\beta$. If $\beta>0$, the energy order is reversed and that interval is again empty. The Hückel statement then fails, because its right-hand side still contains $N=2$.

## A cut-off no higher than $\alpha-2\beta$

The cut-off separates filled from empty levels, and this ceiling keeps any orbital at $\alpha-2\beta$ empty. By hand, it ensures $\varepsilon\le E_n$, because $E_n=\alpha-2\beta$. So there is a smallest $m\le n$ with $E_m\ge\varepsilon$. If $E_a<\varepsilon$, then $E_a<E_m$, and the ordering gives $a<m$ or $2n-a<m$. Conversely, either condition puts the level, or its mirror image, before the first one that is not below $\varepsilon$.

In the proof, `htop` is $\varepsilon\le E_n$ and `Nat.find` selects $m$.

```lean
/-- For `β < 0`, `n ≥ 1` and any cut-off `ε ≤ α - 2β` there is an `m ≤ n` such that the levels
`a ≤ 2n` below `ε` are those with `a < m` and their mirror images. -/
theorem levels_below (α : ℝ) {β ε : ℝ} (hβ : β < 0) {n : ℕ} (hn : 0 < n)
    (hε : ε ≤ α - 2 * β) :
    ∃ m ≤ n, ∀ a ≤ 2 * n, (level α β n a < ε ↔ a < m ∨ 2 * n < a + m) := by
  classical
  have hn' : (n : ℝ) ≠ 0 := by exact_mod_cast hn.ne'
  have htop : ε ≤ level α β n n := by
    unfold level
    rw [mul_div_cancel_left₀ _ hn', Real.cos_pi]
    linarith
  -- m is the first level that is not below the cut-off
  have ex : ∃ q, ε ≤ level α β n q := ⟨n, htop⟩
  have hle : Nat.find ex ≤ n := Nat.find_min' ex htop
  refine ⟨Nat.find ex, hle, fun a ha => ⟨fun h =>
    (level_lt_iff α hβ hn ha hle).mp (h.trans_le (Nat.find_spec ex)), ?_⟩⟩
  rintro (h | h)
  · exact not_le.mp (Nat.find_min ex h)
  · have h' : 2 * n - a < Nat.find ex := by omega
    rw [level_reflect α β (show a + (2 * n - a) = 2 * n by omega) hn]
    exact not_le.mp (Nat.find_min ex h')
```

The filled orbitals therefore form two blocks, one at each end of the list $k=0,\dots,n-1$. If the blocks have $a$ and $b$ members and do not overlap, they hold $2(a+b)$ electrons. The next lemma writes the filled set as a disjoint union and adds the sizes.

```lean
/-- If the orbitals below `ε` are the first `a` and the last `b` of `n`, with `a + b ≤ n`, they
hold `2(a + b)` electrons. -/
theorem electrons_of_ends {E : ℕ → ℝ} {ε : ℝ} {n a b : ℕ} (hab : a + b ≤ n)
    (hE : ∀ k < n, (E k < ε ↔ k < a ∨ n ≤ k + b)) :
    electronsBelow E n ε = 2 * (a + b) := by
  have e : (Finset.range n).filter (fun k => E k < ε)
      = Finset.range a ∪ Finset.Ico (n - b) n := by
    ext k
    simp only [Finset.mem_filter, Finset.mem_range, Finset.mem_union, Finset.mem_Ico]
    constructor
    · rintro ⟨hk, h⟩
      have h' := (hE k hk).mp h
      omega
    · intro h
      have hk : k < n := by omega
      exact ⟨hk, (hE k hk).mpr (by omega)⟩
  have d : Disjoint (Finset.range a) (Finset.Ico (n - b) n) := by
    refine Finset.disjoint_left.mpr fun k hk hk' => ?_
    simp only [Finset.mem_range, Finset.mem_Ico] at hk hk'
    omega
  rw [electronsBelow, e, Finset.card_union_of_disjoint d, Finset.card_range, Nat.card_Ico]
  omega
```

## A Hückel cut-off above $\alpha+2\beta$

This hypothesis, needed only for Hückel rings, says that the lowest orbital is filled. By hand, $E_0=\alpha+2\beta<\varepsilon$ gives $m\ge1$. The condition $2k<m$ selects $\lfloor(m+1)/2\rfloor$ orbitals, and $2n-2k<m$ selects $\lfloor(m-1)/2\rfloor$. With $j=\lfloor(m-1)/2\rfloor$, the blocks have $j+1$ and $j$ members, so $N=2(2j+1)=4j+2$.

Conversely, let $4j+2\le2n$, so that $2j+1\le n$. Choose the Möbius energy $\varepsilon=E_{2j+1}$. It lies above $E_0$ and does not exceed $\alpha-2\beta$. The orbitals below it satisfy $2k<2j+1$ or $2n-2k<2j+1$, which again gives blocks of $j+1$ and $j$.

The theorem reads: some admissible $\varepsilon$ yields $N$ electrons if and only if $N\le2n$ and $N=4j+2$ for some natural $j$. Its two directions are the two paragraphs above; `hm0` encodes the filled lowest orbital, and `omega` does the integer arithmetic.

```lean
/-- For `β < 0` and `n ≥ 1`, the electron numbers that fill all Hückel levels below some cut-off
`ε` with `α + 2β < ε ≤ α - 2β` are exactly the numbers `4j + 2` up to `2n`. -/
theorem huckel_rule (α : ℝ) {β : ℝ} (hβ : β < 0) {n : ℕ} (hn : 0 < n) (N : ℕ) :
    (∃ ε, α + 2 * β < ε ∧ ε ≤ α - 2 * β ∧ electronsBelow (huckelLevel α β n) n ε = N)
      ↔ N ≤ 2 * n ∧ ∃ j, N = 4 * j + 2 := by
  have h0 : level α β n 0 = α + 2 * β := by simp [level]
  constructor
  · rintro ⟨ε, hlow, htop, rfl⟩
    obtain ⟨m, hm, h⟩ := levels_below α hβ hn htop
    have hm0 := (h 0 (by omega)).mp (by rw [h0]; exact hlow)
    have hN := electrons_of_ends (E := huckelLevel α β n) (ε := ε) (n := n)
      (a := (m + 1) / 2) (b := (m - 1) / 2) (by omega)
      (fun k hk => by rw [huckelLevel, h (2 * k) (by omega)]; omega)
    exact ⟨by omega, (m - 1) / 2, by omega⟩
  · rintro ⟨hN, j, rfl⟩
    -- cut at the Möbius angle (2j + 1)π/n
    refine ⟨level α β n (2 * j + 1), ?_, level_le α hβ.le _ _, ?_⟩
    · rw [← h0]
      exact (level_lt_iff α hβ hn (by omega) (by omega)).mpr (Or.inl (by omega))
    · rw [electrons_of_ends (a := j + 1) (b := j) (by omega) (fun k hk => by
        rw [huckelLevel, level_lt_iff α hβ hn (by omega) (by omega)]; omega)]
      ring
```

Without the lower bound, a cut-off at or below $\alpha+2\beta$ gives $N=0$, which breaks the Hückel pattern but fits the Möbius one. For Möbius rings, $2k+1<m$ and $2n-(2k+1)<m$ each select $\lfloor m/2\rfloor$ orbitals. With $j=\lfloor m/2\rfloor$ this gives $N=4j$. Conversely, if $4j\le2n$, then $2j\le n$, and the Hückel energy $\varepsilon=E_{2j}$ fills two blocks of $j$ orbitals. The proof of `mobius_rule` takes these same steps.

```lean
/-- For `β < 0` and `n ≥ 1`, the electron numbers that fill all Möbius levels below some cut-off
`ε ≤ α - 2β` are exactly the numbers `4j` up to `2n`. -/
theorem mobius_rule (α : ℝ) {β : ℝ} (hβ : β < 0) {n : ℕ} (hn : 0 < n) (N : ℕ) :
    (∃ ε, ε ≤ α - 2 * β ∧ electronsBelow (mobiusLevel α β n) n ε = N)
      ↔ N ≤ 2 * n ∧ ∃ j, N = 4 * j := by
  constructor
  · rintro ⟨ε, htop, rfl⟩
    obtain ⟨m, hm, h⟩ := levels_below α hβ hn htop
    have hN := electrons_of_ends (E := mobiusLevel α β n) (ε := ε) (n := n)
      (a := m / 2) (b := m / 2) (by omega)
      (fun k hk => by rw [mobiusLevel, h (2 * k + 1) (by omega)]; omega)
    exact ⟨by omega, m / 2, by omega⟩
  · rintro ⟨hN, j, rfl⟩
    -- cut at the Hückel angle 2jπ/n
    refine ⟨level α β n (2 * j), level_le α hβ.le _ _, ?_⟩
    rw [electrons_of_ends (a := j) (b := j) (by omega) (fun k hk => by
      rw [mobiusLevel, level_lt_iff α hβ hn (by omega) (by omega)]; omega)]
    ring
```

## When the cut-off passes $\alpha-2\beta$

Every level is now below $\varepsilon$, so the ring holds $2n$ electrons. For a Hückel ring with even $n$ this is a multiple of four: the orbital $k=n/2$ at $\alpha-2\beta$ is its own mirror image and adds two electrons to a count of the form $4j+2$. With odd $n$, no Hückel orbital lies at $\alpha-2\beta$, and the full ring already obeys the rule. In Möbius rings the parities change places: with odd $n$ the full ring holds $2n$ electrons, which is not a multiple of four.

The last theorem states the Hückel count for $\beta\le0$. It combines `level_le` with a first block of $n$ orbitals and an empty second block.

```lean
/-- For `β ≤ 0`, a cut-off above `α - 2β` fills the whole Hückel ring with `2n` electrons. -/
theorem huckel_full {α β ε : ℝ} (hβ : β ≤ 0) (n : ℕ) (h : α - 2 * β < ε) :
    electronsBelow (huckelLevel α β n) n ε = 2 * n :=
  electrons_of_ends (a := n) (b := 0) (by omega) (fun k hk =>
    ⟨fun _ => Or.inl hk, fun _ => (level_le α hβ n (2 * k)).trans_lt h⟩)

end

end RingShellFilling
```

```lean
#print axioms RingShellFilling.electrons_of_ends
-- 'RingShellFilling.electrons_of_ends' depends on axioms: [propext, Classical.choice, Quot.sound]
#print axioms RingShellFilling.huckel_rule
-- 'RingShellFilling.huckel_rule' depends on axioms: [propext, Classical.choice, Quot.sound]
#print axioms RingShellFilling.mobius_rule
-- 'RingShellFilling.mobius_rule' depends on axioms: [propext, Classical.choice, Quot.sound]
#print axioms RingShellFilling.huckel_full
-- 'RingShellFilling.huckel_full' depends on axioms: [propext, Classical.choice, Quot.sound]
```
